# At fixed gap, exact exchange brings the two-level triplet response energy to zero while the Tamm-Dancoff energy is still positive

When a triplet excitation calculation with a hybrid functional returns an imaginary frequency, one can repeat it in the Tamm-Dancoff approximation and often obtain a positive energy. A model with one occupied and one empty orbital, a fixed orbital gap and no response kernel other than exact exchange shows how this happens. As the exchange fraction grows, the full response energy falls to zero and then turns imaginary. At the fraction where it reaches zero, the Tamm-Dancoff energy is still positive.

## One excitation and its de-excitation

Take a closed-shell reference with a real occupied orbital $\varphi_i$ and a real empty orbital $\varphi_u$. The model has four real parameters:

- $D$ is the orbital energy gap.
- $a$ is the fraction of exact exchange.
- $J$ is the Coulomb repulsion between the densities $\varphi_i^2$ and $\varphi_u^2$.
- $K$ is the exchange integral, the Coulomb repulsion between two copies of the product density $\varphi_i\varphi_u$, without a factor of one half.

In the triplet channel the Hartree contributions cancel, and exact exchange supplies the remaining coupling. The excitation amplitude $X$ has the diagonal energy
$$A = D - aJ,$$
and it couples to the de-excitation amplitude $Y$ through $B=-aK$. The response equations are
$$\begin{pmatrix} A & -aK\\ aK & -A\end{pmatrix}\begin{pmatrix}X\\Y\end{pmatrix}=\omega\begin{pmatrix}X\\Y\end{pmatrix}.$$
The Tamm-Dancoff approximation drops $Y$ and leaves $\omega=A$.

The conditions $J>K>0$ are hypotheses on the two numbers. They express that the product density repels itself, and that this repulsion is weaker than the one between the two orbital densities. With the bare Coulomb interaction, $J>K$ holds for any two orthonormal real orbitals, and $K>0$ holds whenever their product $\varphi_i\varphi_u$ is not zero almost everywhere.

## Threshold, window and Tamm-Dancoff energy

Define the squared response energy
$$W(a)=(D-aJ)^2-(aK)^2.$$
The final theorem, `triplet_instability`, assumes $D>0$ and $J>K>0$ and states four things:

1. $W$ is strictly decreasing on the closed interval $[0,\,D/(J+K)]$.
2. $W$ vanishes at $a=D/(J+K)$.
3. For every real $a$, $W(a)<0$ exactly when $D/(J+K)<a<D/(J-K)$.
4. The Tamm-Dancoff energy is positive at $a=D/(J+K)$.

In Lean, `tdaEnergy D J a` is $A$, `tripletSq D J K a` is $W(a)$, and `responseMatrix D J K a` is the matrix above with complex entries. A vector `v : Fin 2 → ℂ` holds the amplitudes, with `v 0` for $X$ and `v 1` for $Y$. `StrictAntiOn` means strictly decreasing on a set, and `Set.Icc` is a closed interval. The hypotheses `hD`, `hK` and `hJK` are $D>0$, $K>0$ and $K<J$.

The link between $W$ and the frequencies is a theorem of its own, `response_eigenvalue_iff`: a complex $\omega$ is an eigenvalue of the response matrix, with a nonzero eigenvector, exactly when $\omega^2=W(a)$. The matrix itself is the starting point and is not derived from a many-electron Hamiltonian.

Three idealisations limit the reading:

- **The gap does not respond to $a$.** In a real hybrid calculation the orbital energies change with the exchange fraction, and the gap usually widens. The monotonic decrease of $W$ refers to constant $D$, and likewise constant $J$ and $K$.
- **The semilocal part of the functional has no kernel here.** In a hybrid it would add to both $A$ and $B$.
- **The exchange fraction is any real number.** The threshold $D/(J+K)$ lies at or below $a=1$ only if $D\le J+K$. With a larger gap, the model has no instability at a physical exchange fraction.

## Frequencies from a determinant

A nonzero solution $(X,Y)$ exists exactly when the determinant of the shifted matrix vanishes:
$$\det\begin{pmatrix} A-\omega & -aK\\ aK & -A-\omega\end{pmatrix}
=-(A-\omega)(A+\omega)+(aK)^2=\omega^2-A^2+(aK)^2=\omega^2-W(a).$$
Hence $\omega^2=W(a)$. For $W>0$ the frequencies are the real pair $\pm\sqrt W$, and for $W=0$ they merge at zero.

For $W<0$, write $\omega=x+iy$ with real $x$ and $y$. Comparing real and imaginary parts gives
$$x^2-y^2=W(a)<0,\qquad 2xy=0.$$
The first equation excludes $y=0$, and the second then forces $x=0$. Every frequency is nonzero and purely imaginary.

## Two linear factors decide the sign

A difference of squares factorises:
$$W(a)=p(a)\,q(a),\qquad p(a)=D-a(J+K),\qquad q(a)=D-a(J-K).$$

**Decrease up to the threshold.** Let $0\le a<b\le D/(J+K)$. The upper bound on $b$ gives $p(b)\ge 0$, and $q(b)=p(b)+2bK\ge 0$. Since $J+K$ and $J-K$ are both positive, $p(a)>p(b)$ and $q(a)>q(b)$. Multiplying these inequalities, whose smaller sides are nonnegative, gives $W(a)>W(b)$. At the right end $p=0$, so $W=0$.

**The window.** The product is negative exactly when the factors have opposite signs. Suppose first that $p(a)>0$ and $q(a)<0$. Then $a(J-K)>D>0$, so $a>0$, and therefore $q(a)=p(a)+2aK>p(a)>0$, a contradiction. The only possibility is $p(a)<0$ and $q(a)>0$, which says
$$\frac{D}{J+K}<a<\frac{D}{J-K}.$$
Conversely, any $a$ in this range gives these two signs.

## The Tamm-Dancoff energy at the threshold

At $a=D/(J+K)$,
$$A=D-\frac{DJ}{J+K}=\frac{DK}{J+K}>0.$$
The energy that remains contains a factor $K$, the integral behind the coupling that Tamm-Dancoff drops, and it tends to zero as $K\to0$ at fixed $D$ and $J$.

The two energies can also be compared below the threshold. For $0<a\le D/(J+K)$ we have $a(J+K)\le D$, hence $A=D-aJ\ge aK>0$. Then
$$W(a)=A^2-(aK)^2<A^2,$$
and taking roots gives $\sqrt{W(a)}<A$. At $a=0$ the coupling is absent and both energies equal $D$.

Two consequences of these formulas, added here as commentary and not stated as theorems in the file, help in interpreting an actual output. The Tamm-Dancoff energy reaches zero at $a=D/J$, inside the window, so its positive value does not show that the reference is stable. Above $D/(J-K)$ the frequencies are real again, but $p=A+B$ and $q=A-B$ are then both negative, so the closed-shell reference is still unstable.

## The Lean file

```lean
import Mathlib

open Matrix

namespace TripletInstability

noncomputable section

/-- The two-level triplet energy in the Tamm-Dancoff approximation, for gap `D`,
exchange fraction `a` and integral `J`. -/
def tdaEnergy (D J a : ℝ) : ℝ := D - a * J

/-- The squared two-level triplet energy `W(a) = (D - aJ)² - (aK)²` at gap `D`. -/
def tripletSq (D J K a : ℝ) : ℝ := tdaEnergy D J a ^ 2 - (a * K) ^ 2

/-- The two-level triplet response matrix, which couples excitation and de-excitation
amplitudes through `-aK`. -/
def responseMatrix (D J K a : ℝ) : Matrix (Fin 2) (Fin 2) ℂ :=
  !![(tdaEnergy D J a : ℂ), -((a : ℂ) * K); (a : ℂ) * K, -(tdaEnergy D J a : ℂ)]

/-- A complex number `ω` is an eigenvalue of the triplet response matrix exactly when
`ω² = W(a)`. -/
theorem response_eigenvalue_iff (D J K a : ℝ) (ω : ℂ) :
    (∃ v : Fin 2 → ℂ, v ≠ 0 ∧ responseMatrix D J K a *ᵥ v = ω • v) ↔
      ω ^ 2 = (tripletSq D J K a : ℂ) := by
  -- the eigenvalue equation is a homogeneous linear system
  have key : ∀ v : Fin 2 → ℂ, responseMatrix D J K a *ᵥ v = ω • v ↔
      (responseMatrix D J K a - ω • (1 : Matrix (Fin 2) (Fin 2) ℂ)) *ᵥ v = 0 := by
    intro v
    rw [Matrix.sub_mulVec, Matrix.smul_mulVec, Matrix.one_mulVec, sub_eq_zero]
  have hdet : (responseMatrix D J K a - ω • (1 : Matrix (Fin 2) (Fin 2) ℂ)).det =
      ω ^ 2 - (tripletSq D J K a : ℂ) := by
    simp [responseMatrix, tripletSq, Matrix.det_fin_two]
    ring
  simp_rw [key]
  rw [Matrix.exists_mulVec_eq_zero_iff, hdet, sub_eq_zero]

/-- The squared triplet energy is the product of two factors linear in the exchange
fraction. -/
theorem tripletSq_factor (D J K a : ℝ) :
    tripletSq D J K a = (D - a * (J + K)) * (D - a * (J - K)) := by
  unfold tripletSq tdaEnergy
  ring

/-- For `J > K > 0` the squared triplet energy strictly decreases with the exchange
fraction on `[0, D/(J+K)]`. -/
theorem tripletSq_strictAntiOn {D J K : ℝ} (hK : 0 < K) (hJK : K < J) :
    StrictAntiOn (tripletSq D J K) (Set.Icc 0 (D / (J + K))) := by
  intro a ha b hb hab
  have hs : 0 < J + K := by linarith
  have hd : 0 < J - K := by linarith
  have hbD : b * (J + K) ≤ D := (le_div_iff₀ hs).mp hb.2
  have hbK : 0 ≤ b * K := mul_nonneg hb.1 hK.le
  have h1 : a * (J + K) < b * (J + K) := mul_lt_mul_of_pos_right hab hs
  have h2 : a * (J - K) < b * (J - K) := mul_lt_mul_of_pos_right hab hd
  -- both factors decrease and stay nonnegative
  rw [tripletSq_factor, tripletSq_factor]
  exact mul_lt_mul'' (by linarith) (by linarith) (by linarith) (by nlinarith)

/-- For `D > 0` and `J > K > 0` the squared triplet energy is negative exactly when the
exchange fraction lies strictly between `D/(J+K)` and `D/(J-K)`. -/
theorem tripletSq_neg_iff {D J K : ℝ} (hD : 0 < D) (hK : 0 < K) (hJK : K < J) (a : ℝ) :
    tripletSq D J K a < 0 ↔ D / (J + K) < a ∧ a < D / (J - K) := by
  have hs : 0 < J + K := by linarith
  have hd : 0 < J - K := by linarith
  rw [tripletSq_factor, div_lt_iff₀ hs, lt_div_iff₀ hd, mul_neg_iff]
  constructor
  · rintro (⟨h1, h2⟩ | ⟨h1, h2⟩)
    · -- this sign pattern would need a both positive and negative
      exfalso
      have ha : 0 < a := by
        by_contra hn
        have := mul_nonneg (neg_nonneg.mpr (not_lt.mp hn)) hd.le
        linarith
      have := mul_pos ha hK
      linarith
    · exact ⟨by linarith, by linarith⟩
  · rintro ⟨h1, h2⟩
    exact Or.inr ⟨by linarith, by linarith⟩

/-- Where the squared triplet energy is negative, every eigenvalue of the response matrix
is purely imaginary and nonzero. -/
theorem imaginary_of_tripletSq_neg {D J K a : ℝ} (hW : tripletSq D J K a < 0)
    {ω : ℂ} {v : Fin 2 → ℂ} (hv : v ≠ 0)
    (h : responseMatrix D J K a *ᵥ v = ω • v) : ω.re = 0 ∧ ω.im ≠ 0 := by
  have hω := (response_eigenvalue_iff D J K a ω).mp ⟨v, hv, h⟩
  have hre : (ω ^ 2).re = (tripletSq D J K a : ℂ).re := by rw [hω]
  have him : (ω ^ 2).im = (tripletSq D J K a : ℂ).im := by rw [hω]
  rw [pow_two, Complex.mul_re, Complex.ofReal_re] at hre
  rw [pow_two, Complex.mul_im, Complex.ofReal_im] at him
  have hne : ω.im ≠ 0 := by
    intro h0
    rw [h0] at hre
    nlinarith [mul_self_nonneg ω.re]
  have hprod : ω.re * ω.im = 0 := by linarith
  exact ⟨(mul_eq_zero.mp hprod).resolve_right hne, hne⟩

/-- At the exchange fraction `D/(J+K)`, with `J + K ≠ 0`, the Tamm-Dancoff energy equals
`DK/(J+K)`. -/
theorem tdaEnergy_at_zero {D J K : ℝ} (hs : J + K ≠ 0) :
    tdaEnergy D J (D / (J + K)) = D * K / (J + K) := by
  have h : D / (J + K) * (J + K) = D := div_mul_cancel₀ D hs
  unfold tdaEnergy
  rw [eq_div_iff hs]
  linear_combination (-J) * h

/-- For `J, K > 0` and a positive exchange fraction up to `D/(J+K)`, the full response
energy `√W` lies strictly below the Tamm-Dancoff energy. -/
theorem sqrt_tripletSq_lt_tdaEnergy {D J K a : ℝ} (hJ : 0 < J) (hK : 0 < K)
    (ha : 0 < a) (haD : a ≤ D / (J + K)) :
    Real.sqrt (tripletSq D J K a) < tdaEnergy D J a := by
  have h1 : a * (J + K) ≤ D := (le_div_iff₀ (add_pos hJ hK)).mp haD
  have h2 : 0 < a * K := mul_pos ha hK
  have hpos : 0 < tdaEnergy D J a := by
    unfold tdaEnergy
    linarith
  rw [Real.sqrt_lt' hpos]
  unfold tripletSq
  linarith [pow_pos h2 2]

/-- For fixed gap `D > 0` and `J > K > 0`, the squared triplet energy strictly decreases on
`[0, D/(J+K)]`, vanishes at the right end, and is negative exactly between `D/(J+K)` and
`D/(J-K)`; the Tamm-Dancoff energy is positive at `D/(J+K)`. -/
theorem triplet_instability {D J K : ℝ} (hD : 0 < D) (hK : 0 < K) (hJK : K < J) :
    StrictAntiOn (tripletSq D J K) (Set.Icc 0 (D / (J + K))) ∧
    tripletSq D J K (D / (J + K)) = 0 ∧
    (∀ a, tripletSq D J K a < 0 ↔ D / (J + K) < a ∧ a < D / (J - K)) ∧
    0 < tdaEnergy D J (D / (J + K)) := by
  have hs : 0 < J + K := by linarith
  refine ⟨tripletSq_strictAntiOn hK hJK, ?_, tripletSq_neg_iff hD hK hJK, ?_⟩
  · -- the first linear factor vanishes
    rw [tripletSq_factor, div_mul_cancel₀ D hs.ne', sub_self, zero_mul]
  · rw [tdaEnergy_at_zero hs.ne']
    exact div_pos (mul_pos hD hK) hs

end

end TripletInstability
```

```lean
#print axioms TripletInstability.imaginary_of_tripletSq_neg
-- 'TripletInstability.imaginary_of_tripletSq_neg' depends on axioms: [propext, Classical.choice, Quot.sound]
#print axioms TripletInstability.sqrt_tripletSq_lt_tdaEnergy
-- 'TripletInstability.sqrt_tripletSq_lt_tdaEnergy' depends on axioms: [propext, Classical.choice, Quot.sound]
#print axioms TripletInstability.triplet_instability
-- 'TripletInstability.triplet_instability' depends on axioms: [propext, Classical.choice, Quot.sound]
```

## From the eigenvalue equation to the sign of $W$

`response_eigenvalue_iff` follows the determinant argument. The step `key` rewrites the eigenvalue equation as a homogeneous system for the shifted matrix. The step `hdet` computes the two-by-two determinant and finds $\omega^2-W(a)$. The Mathlib lemma `Matrix.exists_mulVec_eq_zero_iff` then supplies the linear algebra: a square matrix sends some nonzero vector to zero exactly when its determinant is zero. This part needs no sign conditions on the parameters.

`imaginary_of_tripletSq_neg` starts from an actual eigenvector, obtains $\omega^2=W(a)$ from the previous theorem, and separates it into `hre` and `him`, the real and imaginary parts. If the imaginary part of $\omega$ were zero, `hre` would equate a square with a negative number, which `nlinarith` refutes. The product of the real and imaginary parts is zero by `him`, so the real part must vanish.

## How the factors carry the inequalities

`tripletSq_factor` is the identity $W=pq$, checked by `ring`. The next two theorems both rest on it.

In `tripletSq_strictAntiOn`, the hypothesis $b\le D/(J+K)$ becomes $b(J+K)\le D$ in `hbD`, which is $p(b)\ge0$. The facts `h1` and `h2` say that each subtracted term grows from $a$ to $b$, so each factor falls. The lemma `mul_lt_mul''` multiplies two strict inequalities whose smaller sides are nonnegative, as in the calculation above. The theorem does not assume $D>0$: for $D=0$ the interval is a single point and for $D<0$ it is empty, so there is nothing to compare.

In `tripletSq_neg_iff`, the two division bounds are first cleared of their denominators, and `mul_neg_iff` splits a negative product into its two sign patterns. The first branch is the impossible one. There the code proves `0 < a`, deduces that $aK$ is positive, and lets `linarith` find the contradiction. The second branch is the window, and the converse direction uses the same pattern.

## The Tamm-Dancoff comparison and the final assembly

`tdaEnergy_at_zero` proves the formula $DK/(J+K)$ under the single condition $J+K\ne0$. It multiplies through by the denominator and uses `linear_combination` to subtract the right multiple of the identity $\frac{D}{J+K}(J+K)=D$.

`sqrt_tripletSq_lt_tdaEnergy` first shows that the Tamm-Dancoff energy is positive. This allows `Real.sqrt_lt'` to replace the inequality between energies by one between squares, which holds because $(aK)^2>0$. The theorem needs $J>0$ and $K>0$ but not $J>K$. Lean's real square root returns zero for negative arguments, but on this range $W\ge0$, so the root is the actual response energy.

`triplet_instability` combines the results. The decrease and the window come directly from their own theorems. The zero comes from the factorisation, because $p$ vanishes at the threshold. The last claim comes from the formula $DK/(J+K)$, a quotient of positive numbers.
